# The image sum of the free imaginary-time kernel equals the sine-mode expansion for a hard-walled box

A path-integral code that puts a particle between hard walls, weights each link with the free kernel and rejects beads outside the box gets the walls wrong at any finite number of beads. A path can leave the box and return between two accepted beads, and the free weight counts it. The free kernel is also positive at a wall, where the kernel of the confined particle vanishes. Adding image sources with alternating signs removes both errors.

## Images, box levels and the partition function

Take $\hbar=1$, mass $m>0$, imaginary time $t>0$ and a box $[0,L]$ with $L>0$. The free kernel and the Boltzmann factor of level $k$ are

$$K_t(x,y)=\sqrt{\tfrac{m}{2\pi t}}\;e^{-m(x-y)^2/(2t)},\qquad w_k=e^{-t\pi^2k^2/(2mL^2)}.$$

The identity is

$$\sum_{n\in\mathbb Z}\bigl[K_t(x,y+2nL)-K_t(x,-y+2nL)\bigr]=\frac2L\sum_{k\ge1}w_k\sin\frac{k\pi x}{L}\sin\frac{k\pi y}{L}.$$

With $t$ read as the inverse temperature, the partition function $Z=\sum_{k\ge1}w_k$ satisfies

$$Z=L\sum_{n\in\mathbb Z}K_t(0,2nL)-\tfrac12\;\ge\;L\sqrt{\tfrac{m}{2\pi t}}-\tfrac12 .$$

## The weight of one link between beads

For one particle in one dimension between infinitely hard walls, a path-integral simulation with $P$ beads at inverse temperature $\beta$ can use the image sum at $t=\beta/P$ as its link weight, while still rejecting beads outside the box. Keeping the direct term and the nearest mirror image behind each wall multiplies the free weight by

$$1-e^{-2mxy/t}-e^{-2m(L-x)(L-y)/t}.$$

For $m=L=1$, $t=0.05$ and $x=y=0.1$ this factor is $1-e^{-0.4}\approx0.33$, so the free kernel alone overweights the link about threefold. Exactly at a wall the three-term factor is negative instead of zero. At $x=0$ it equals $-e^{-2mL(L-y)/t}$, because the image at $y-2L$, which cancels this term, has been left out. This is small only when $t\ll 2mL(L-y)$.

For long $t$ the mode sum needs fewer terms. In $Z$, the winding terms fall off as $e^{-2mL^2n^2/t}$ and the level terms as $e^{-\pi^2tk^2/(2mL^2)}$; the two rates agree at $t=2mL^2/\pi$.

## From a periodic Gaussian to sine modes

For $\tau>0$, the function $F(a)=\sum_n e^{-\pi\tau(n+a)^2}$ has period 1. Its Fourier coefficients are

$$\int_0^1F(a)e^{-2\pi ika}\,da=\int_{-\infty}^{\infty}e^{-\pi\tau u^2-2\pi iku}\,du=\tau^{-1/2}e^{-\pi k^2/\tau}.$$

They are absolutely summable and $F$ is continuous, so the Fourier series equals $F$. Pairing $k$ with $-k$ gives

$$\sum_{n\in\mathbb Z}e^{-\pi\tau(n+a)^2}=\frac1{\sqrt\tau}\Bigl(1+2\sum_{k\ge1}e^{-\pi k^2/\tau}\cos2\pi ka\Bigr).$$

Set $a=(y-x)/(2L)$ and $\tau=2mL^2/(\pi t)$. Then $\pi\tau(n+a)^2=m(x-y-2nL)^2/(2t)$, $e^{-\pi k^2/\tau}=w_k$ and $\sqrt{m/(2\pi t)}=\sqrt\tau/(2L)$. Multiplying by this last prefactor gives the kernel on a ring of circumference $2L$:

$$\sum_{n\in\mathbb Z}K_t(x,y+2nL)=\frac1{2L}+\frac1L\sum_{k\ge1}w_k\cos\frac{k\pi(x-y)}L.$$

Subtract the same equation with $y$ replaced by $-y$. The constant mode cancels, and

$$\cos\frac{k\pi(x-y)}L-\cos\frac{k\pi(x+y)}L=2\sin\frac{k\pi x}L\sin\frac{k\pi y}L$$

gives the identity. The series may be subtracted term by term because the $w_k$ are summable.

For $Z$, put $x=y=0$ in the ring equation and multiply by $L$: the right side becomes $\tfrac12+Z$. All winding terms are positive, so keeping only $n=0$ gives the bound.

Spacing the images by $L$ instead of $2L$ is a mistake that a check at the walls does not reveal. The sum still vanishes at both walls, but it contains only the even levels and so loses the ground state.

## The identity and the bound in Lean

```lean
import Mathlib

open Real

namespace BoxPropagatorByImages

noncomputable section

/-- The free-particle kernel in imaginary time `t`, with `ħ = 1`, for mass `m > 0` and `t > 0`. -/
def freeKernel (m t x y : ℝ) : ℝ :=
  √(m / (2 * π * t)) * Real.exp (-(m * (x - y) ^ 2 / (2 * t)))

/-- The Boltzmann factor `exp (-t Eₙ)` of the level `Eₙ = π² n² / (2 m L²)` of a box of length
`L > 0`, with `ħ = 1`, for mass `m > 0` and `n ≥ 1`. -/
def boxWeight (m t L : ℝ) (n : ℕ) : ℝ :=
  Real.exp (-(t * π ^ 2 * (n : ℝ) ^ 2 / (2 * m * L ^ 2)))

/-- Poisson summation for the Gaussian `exp (-π τ u²)` with `τ > 0`, shifted by `a`: the sum over
the lattice equals a sum over cosine modes. -/
theorem poisson_gaussian (a : ℝ) {τ : ℝ} (hτ : 0 < τ) :
    HasSum (fun n : ℤ => Real.exp (-π * (n + a) ^ 2 * τ))
      (1 / √τ * (1 + ∑' n : ℕ,
        2 * Real.cos (2 * π * a * (n + 1)) * Real.exp (-π * (n + 1) ^ 2 * (1 / τ)))) := by
  have hc := HurwitzZeta.hasSum_nat_cosKernel₀ a (one_div_pos.mpr hτ)
  have he := HurwitzZeta.hasSum_int_evenKernel a hτ
  -- the functional equation of the theta kernel exchanges the two sums
  rw [HurwitzZeta.evenKernel_functional_equation, ← Real.sqrt_eq_rpow] at he
  rwa [hc.tsum_eq, add_sub_cancel]

/-- A cosine mode of the Poisson sum, rewritten with the Boltzmann factor of the box. -/
theorem poisson_mode_eq (m t L x y : ℝ) (n : ℕ) :
    2 * Real.cos (2 * π * ((y - x) / (2 * L)) * (n + 1)) *
        Real.exp (-π * (n + 1) ^ 2 * (1 / (2 * m * L ^ 2 / (π * t)))) =
      2 * (boxWeight m t L (n + 1) * Real.cos ((n + 1) * π * (x - y) / L)) := by
  have h1 : Real.cos (2 * π * ((y - x) / (2 * L)) * (n + 1)) =
      Real.cos ((n + 1) * π * (x - y) / L) := by
    rw [← Real.cos_neg]
    congr 1
    ring
  have h2 : Real.exp (-π * (n + 1) ^ 2 * (1 / (2 * m * L ^ 2 / (π * t)))) =
      boxWeight m t L (n + 1) := by
    unfold boxWeight
    rw [one_div_div]
    congr 1
    push_cast
    ring
  rw [h1, h2]
  ring

/-- For positive mass, time and length, the cosine modes on a ring of circumference `2L`,
weighted with their Boltzmann factors, form a convergent series. -/
theorem ring_modes_summable {m t L : ℝ} (hm : 0 < m) (ht : 0 < t) (hL : 0 < L) (x y : ℝ) :
    Summable (fun n : ℕ =>
      boxWeight m t L (n + 1) * Real.cos ((n + 1) * π * (x - y) / L)) := by
  have hτ : 0 < 2 * m * L ^ 2 / (π * t) := by positivity
  have hc := (HurwitzZeta.hasSum_nat_cosKernel₀ ((y - x) / (2 * L))
    (one_div_pos.mpr hτ)).summable
  have h := ((summable_congr (poisson_mode_eq m t L x y)).mp hc).mul_left (1 / 2)
  refine (summable_congr fun n => ?_).mpr h
  ring

/-- For positive mass, time and length, the free kernel summed over all windings of a ring of
circumference `2L` equals the constant mode plus the thermally weighted cosine modes. -/
theorem ring_images {m t L : ℝ} (hm : 0 < m) (ht : 0 < t) (hL : 0 < L) (x y : ℝ) :
    HasSum (fun n : ℤ => freeKernel m t x (y + 2 * n * L))
      (1 / (2 * L) + 1 / L * ∑' n : ℕ,
        boxWeight m t L (n + 1) * Real.cos ((n + 1) * π * (x - y) / L)) := by
  have hτ : 0 < 2 * m * L ^ 2 / (π * t) := by positivity
  have h := (poisson_gaussian ((y - x) / (2 * L)) hτ).mul_left (√(m / (2 * π * t)))
  rw [tsum_congr (poisson_mode_eq m t L x y), tsum_mul_left] at h
  -- the Gaussian prefactor is `√τ` divided by the circumference, with `τ = 2mL² / (πt)`
  have hs : √(m / (2 * π * t)) = √(2 * m * L ^ 2 / (π * t)) / (2 * L) := by
    have e : m / (2 * π * t) = 2 * m * L ^ 2 / (π * t) / (2 * L) ^ 2 := by
      rw [div_div, div_eq_div_iff (by positivity) (by positivity)]
      ring
    rw [e, Real.sqrt_div hτ.le, Real.sqrt_sq (by positivity)]
  have key : ∀ s S : ℝ, s ≠ 0 →
      s / (2 * L) * (1 / s * (1 + 2 * S)) = 1 / (2 * L) + 1 / L * S := by
    intro s S h0
    have h1 : s * (1 / s) = 1 := mul_one_div_cancel h0
    linear_combination (1 + 2 * S) / (2 * L) * h1
  -- each Gaussian of the lattice sum is the free kernel to one image
  have hf : ∀ n : ℤ, √(m / (2 * π * t)) *
      Real.exp (-π * (n + (y - x) / (2 * L)) ^ 2 * (2 * m * L ^ 2 / (π * t))) =
        freeKernel m t x (y + 2 * n * L) := by
    intro n
    unfold freeKernel
    congr 2
    field_simp
    ring
  simp only [hf] at h
  rw [hs, key _ _ (Real.sqrt_pos.mpr hτ).ne'] at h
  exact h

/-- A product of two box sine modes is half the difference of two ring cosine modes, one for the
source at `y` and one for its mirror image at `-y`. -/
theorem box_mode_eq (m t L x y : ℝ) (n : ℕ) :
    boxWeight m t L (n + 1) * Real.sin ((n + 1) * π * x / L) * Real.sin ((n + 1) * π * y / L) =
      (boxWeight m t L (n + 1) * Real.cos ((n + 1) * π * (x - y) / L) -
        boxWeight m t L (n + 1) * Real.cos ((n + 1) * π * (x - -y) / L)) / 2 := by
  have e1 : ((n : ℝ) + 1) * π * (x - y) / L =
      (n + 1) * π * x / L - (n + 1) * π * y / L := by ring
  have e2 : ((n : ℝ) + 1) * π * (x - -y) / L =
      (n + 1) * π * x / L + (n + 1) * π * y / L := by ring
  rw [e1, e2, Real.cos_sub, Real.cos_add]
  ring

/-- For positive mass, time and length, the expansion of the box kernel in sine modes
converges. -/
theorem box_modes_summable {m t L : ℝ} (hm : 0 < m) (ht : 0 < t) (hL : 0 < L) (x y : ℝ) :
    Summable (fun n : ℕ => boxWeight m t L (n + 1) *
      Real.sin ((n + 1) * π * x / L) * Real.sin ((n + 1) * π * y / L)) :=
  (summable_congr (box_mode_eq m t L x y)).mpr
    (((ring_modes_summable hm ht hL x y).sub (ring_modes_summable hm ht hL x (-y))).div_const 2)

/-- For positive mass, time and length, the free kernel summed over the images of the source,
with a minus sign for the reflected ones, equals the sine-mode expansion of the kernel of a
particle in a box of length `L`. -/
theorem box_images {m t L : ℝ} (hm : 0 < m) (ht : 0 < t) (hL : 0 < L) (x y : ℝ) :
    HasSum (fun n : ℤ =>
        freeKernel m t x (y + 2 * n * L) - freeKernel m t x (-y + 2 * n * L))
      (2 / L * ∑' n : ℕ, boxWeight m t L (n + 1) *
        Real.sin ((n + 1) * π * x / L) * Real.sin ((n + 1) * π * y / L)) := by
  have h := (ring_images hm ht hL x y).sub (ring_images hm ht hL x (-y))
  -- the constant mode of the ring cancels between source and mirror image
  have key : ∀ A B : ℝ, 2 / L * ((A - B) / 2) =
      (1 / (2 * L) + 1 / L * A) - (1 / (2 * L) + 1 / L * B) := by
    intro A B
    ring
  rw [tsum_congr (box_mode_eq m t L x y), tsum_div_const,
    (ring_modes_summable hm ht hL x y).tsum_sub (ring_modes_summable hm ht hL x (-y)), key]
  exact h

/-- For positive mass, inverse temperature `t` and length, the partition function of the box
converges, and `L` times the free kernel summed over closed windings of length `2nL` exceeds it
by exactly one half. -/
theorem partition_images {m t L : ℝ} (hm : 0 < m) (ht : 0 < t) (hL : 0 < L) :
    Summable (fun n : ℕ => boxWeight m t L (n + 1)) ∧
      HasSum (fun n : ℤ => L * freeKernel m t 0 (2 * n * L))
        (1 / 2 + ∑' n : ℕ, boxWeight m t L (n + 1)) := by
  have hs := ring_modes_summable hm ht hL 0 0
  have h := (ring_images hm ht hL 0 0).mul_left L
  simp only [zero_add, sub_self, mul_zero, zero_div, Real.cos_zero, mul_one] at hs h
  have key : ∀ S : ℝ, L * (1 / (2 * L) + 1 / L * S) = 1 / 2 + S := by
    intro S
    have h1 : L * (1 / L) = 1 := mul_one_div_cancel hL.ne'
    linear_combination (1 / 2 + S) * h1
  rw [key] at h
  exact ⟨hs, h⟩

/-- For positive mass, inverse temperature `t` and length, the partition function of the box is
at least its classical value `L √(m / (2πt))` minus one half. -/
theorem classical_partition_bound {m t L : ℝ} (hm : 0 < m) (ht : 0 < t) (hL : 0 < L) :
    L * √(m / (2 * π * t)) - 1 / 2 ≤ ∑' n : ℕ, boxWeight m t L (n + 1) := by
  -- keep only the path of zero winding
  have h := le_hasSum (partition_images hm ht hL).2 0 (fun n _ => by
    unfold freeKernel
    positivity)
  have h0 : freeKernel m t 0 (2 * ((0 : ℤ) : ℝ) * L) = √(m / (2 * π * t)) := by
    simp [freeKernel]
  rw [h0] at h
  linarith

end

end BoxPropagatorByImages
```

```lean
#print axioms BoxPropagatorByImages.box_modes_summable
#print axioms BoxPropagatorByImages.box_images
#print axioms BoxPropagatorByImages.classical_partition_bound
```

```
'BoxPropagatorByImages.box_modes_summable' depends on axioms: [propext, Classical.choice, Quot.sound]
'BoxPropagatorByImages.box_images' depends on axioms: [propext, Classical.choice, Quot.sound]
'BoxPropagatorByImages.classical_partition_bound' depends on axioms: [propext, Classical.choice, Quot.sound]
```

## Reading the statements and their proofs

`freeKernel m t x y` is $K_t(x,y)$, and `boxWeight m t L n` is $w_n$. Lean's mode sums run over naturals from 0, so the $k$ above is `n + 1`. The letter `τ` in `poisson_gaussian` is a dimensionless inverse squared width (up to a constant factor), not an imaginary time.

`box_images` is the main identity, for all real $x$ and $y$; the physical case is $x,y\in[0,L]$. Its `HasSum` over the integers means that the image terms can be added in any order with the same limit. The mode side is written with `∑'`, which Lean sets to zero for a divergent series; `box_modes_summable` rules that case out. `partition_images` states the convergence of $Z$ and its winding formula, and `classical_partition_bound` the inequality.

`poisson_gaussian` takes the periodic-Gaussian identity from Mathlib's functional equation for the theta kernel, in place of the Fourier integral above. `poisson_mode_eq` makes the substitution for $a$ and $\tau$ in each mode, and `ring_modes_summable` carries Mathlib's convergence result over to the ring modes. In `ring_images`, `hs` converts the prefactor and `hf` identifies each Gaussian with a free kernel.

`box_mode_eq` is the product formula for sines. `box_images` then subtracts two ring identities, with `key` cancelling the constant mode. `partition_images` sets both positions to zero, and `le_hasSum` keeps the single term of zero winding for the bound.

## From the sine series to a confined particle

The theorems equate two series. That the sine series is the kernel of $e^{-tH}$, with $H$ the kinetic energy and wave functions vanishing at the walls, is the standard spectral expansion and is taken as known here. So is the reading of $\sum_k w_k$ as the trace of that operator.

The walls are infinitely high, and there is no further potential or interaction. The theorems give no error estimate for a truncated image sum, and none for splitting off a potential between beads.
